# Pair-density functional energies built from spin-free operators agree across a spin multiplet

A triplet with two open shells has a component with spin projection \(m=1\) that is a single determinant, and a component with \(m=0\) that needs two. Their spin densities differ, so a functional of the spin density can give them different energies. Multiconfiguration pair-density functional theory takes the total density and the on-top pair density instead, the latter measuring how likely two electrons are to be found at the same point. Does its energy still depend on the component? It doesn't, if the components are connected by the spin-lowering operator and every operator entering the energy commutes with it.

The state space \(E\) is a finite-dimensional complex inner-product space, as in a finite orbital basis.

```lean
import Mathlib

open scoped InnerProductSpace

namespace PairDensityMultiplet

noncomputable section

variable {E : Type*} [NormedAddCommGroup E] [InnerProductSpace ℂ E] [FiniteDimensional ℂ E]
```

Let \(L\) be the lowering operator \(S_-\) and \(Z\) the projection \(S_z\), with \(\hbar=1\). The raising operator is the adjoint \(L^\dagger\).

```lean
/-- The raising operator, the adjoint of the lowering operator `L`. -/
def raise (L : Module.End ℂ E) : Module.End ℂ E := LinearMap.adjoint L
```

The total spin is \(S^2=LL^\dagger+Z^2+Z\).

```lean
/-- The total spin operator `S² = L L† + Z² + Z`. -/
def spinSq (L Z : Module.End ℂ E) : Module.End ℂ E := L * raise L + Z * Z + Z
```

The spin algebra is assumed as two relations, \([Z,L]=-L\) and \([L^\dagger,L]=2Z\).

```lean
/-- The commutation relations of spin: `[Z, L] = -L` and `[L†, L] = 2 Z`. -/
def IsSpinLadder (L Z : Module.End ℂ E) : Prop :=
  Z * L - L * Z = -L ∧ raise L * L - L * raise L = 2 * Z
```

A spin state is a unit vector \(\psi\) with \(Z\psi=m\psi\) and \(S^2\psi=s(s+1)\psi\). The numbers \(s\) and \(m\) are real; half-integer values are not imposed.

```lean
/-- A unit vector with `Z ψ = m ψ` and `S² ψ = s (s + 1) ψ`. -/
def IsSpinState (L Z : Module.End ℂ E) (s m : ℝ) (ψ : E) : Prop :=
  ‖ψ‖ = 1 ∧ Z ψ = (m : ℂ) • ψ ∧ spinSq L Z ψ = ((s * (s + 1) : ℝ) : ℂ) • ψ
```

Expectation values are \(\langle\psi,A\psi\rangle\), conjugate-linear in the first slot.

```lean
/-- The expectation value `⟨ψ, A ψ⟩`. -/
def expval (A : Module.End ℂ E) (ψ : E) : ℂ := inner ℂ ψ (A ψ)
```

If \(L^\dagger L\psi=c\psi\) with \(c>0\), the normalised lowered state is \(L\psi/\sqrt c\).

```lean
/-- The lowered state `L ψ / √c`. -/
def lowered (L : Module.End ℂ E) (c : ℝ) (ψ : E) : E := (((√c)⁻¹ : ℝ) : ℂ) • L ψ
```

For a spin state, \(c\) will turn out to be \((s+m)(s-m+1)\).

```lean
/-- The ladder factor `(s + m) (s - m + 1)`. -/
def ladderFactor (s m : ℝ) : ℝ := (s + m) * (s - m + 1)
```

Repeated lowering gives \(\psi_0=\psi\) and \(\psi_{k+1}=L\psi_k/\sqrt{c_k}\), where \(c_k\) is this factor taken at \(m-k\).

```lean
/-- The state reached from `ψ` by `k` lowering steps, each divided by the root of its
ladder factor. -/
def multipletState (L : Module.End ℂ E) (s m : ℝ) (ψ : E) : ℕ → E
  | 0 => ψ
  | k + 1 => lowered L (ladderFactor s (m - k)) (multipletState L s m ψ k)
```

## One lowering step

Let \(P\) commute with \(L\). Then

\[
\langle L\psi,PL\psi\rangle=\langle L\psi,LP\psi\rangle=\langle L^\dagger L\psi,P\psi\rangle=c\,\langle\psi,P\psi\rangle ,
\]

and dividing by \(c\) gives the expectation value in \(L\psi/\sqrt c\). In the proof, `key` is the displayed chain and `ha` is the normalisation.

```lean
/-- An operator that commutes with `L` has the same expectation value in `ψ` and in
`L ψ / √c`, when `L† L ψ = c ψ` with `c > 0`. -/
theorem expval_lowered {L P : Module.End ℂ E} {c : ℝ} {ψ : E} (hP : P * L = L * P)
    (hc : 0 < c) (hL : raise L (L ψ) = (c : ℂ) • ψ) :
    expval P (lowered L c ψ) = expval P ψ := by
  -- move one `L` to the other side of the inner product
  have key : inner ℂ (L ψ) (P (L ψ)) = (c : ℂ) * inner ℂ ψ (P ψ) := by
    have e : P (L ψ) = L (P ψ) := LinearMap.congr_fun hP ψ
    rw [e, ← LinearMap.adjoint_inner_left L (P ψ) (L ψ)]
    change inner ℂ (raise L (L ψ)) (P ψ) = _
    rw [hL, inner_smul_left, Complex.conj_ofReal]
  have hr : (√c)⁻¹ * (√c)⁻¹ * c = 1 := by
    rw [← mul_inv, Real.mul_self_sqrt hc.le, inv_mul_cancel₀ hc.ne']
  have ha : (((√c)⁻¹ : ℝ) : ℂ) * (((√c)⁻¹ : ℝ) : ℂ) * (c : ℂ) = 1 := by
    rw [← Complex.ofReal_mul, ← Complex.ofReal_mul, hr, Complex.ofReal_one]
  simp only [expval, lowered, map_smul, inner_smul_left, inner_smul_right, Complex.conj_ofReal]
  rw [key]
  linear_combination (inner ℂ ψ (P ψ)) * ha
```

Taking \(P=1\) shows that the lowered state has norm one. The commutator gives \(ZL\psi=LZ\psi-L\psi=(m-1)L\psi\), so the projection drops by one.

```lean
/-- One lowering step. Let `[Z, L] = -L`, let `P` commute with `L`, and let `ψ` be a unit vector
with `Z ψ = m ψ` and `L† L ψ = c ψ`, where `c > 0`. Then `L ψ / √c` is a unit vector, its spin
projection is `m - 1`, and the expectation value of `P` in it is that in `ψ`. -/
theorem ladder_step {L Z P : Module.End ℂ E} {c m : ℝ} {ψ : E} (hP : P * L = L * P)
    (hZL : Z * L - L * Z = -L) (hn : ‖ψ‖ = 1) (hZ : Z ψ = (m : ℂ) • ψ)
    (hc : 0 < c) (hL : raise L (L ψ) = (c : ℂ) • ψ) :
    ‖lowered L c ψ‖ = 1 ∧ Z (lowered L c ψ) = ((m - 1 : ℝ) : ℂ) • lowered L c ψ ∧
      expval P (lowered L c ψ) = expval P ψ := by
  refine ⟨?_, ?_, expval_lowered hP hc hL⟩
  · -- the norm is the expectation value of the identity
    have h1 : inner ℂ (lowered L c ψ) (lowered L c ψ) = inner ℂ ψ ψ :=
      expval_lowered (P := 1) (by rw [one_mul, mul_one]) hc hL
    have h2 : ‖lowered L c ψ‖ ^ 2 = ‖ψ‖ ^ 2 := by
      rw [← inner_self_eq_norm_sq (𝕜 := ℂ) (lowered L c ψ), ← inner_self_eq_norm_sq (𝕜 := ℂ) ψ]
      exact congrArg RCLike.re h1
    rw [← hn]
    exact (sq_eq_sq₀ (norm_nonneg _) (norm_nonneg _)).mp h2
  · have e := LinearMap.congr_fun hZL ψ
    simp only [LinearMap.sub_apply, Module.End.mul_apply, LinearMap.neg_apply, hZ,
      map_smul] at e
    have e2 : Z (L ψ) = ((m - 1 : ℝ) : ℂ) • L ψ := by
      push_cast
      linear_combination (norm := module) e
    simp only [lowered, map_smul]
    rw [e2]
    exact smul_comm _ _ _
```

## The ladder factors

The definition of \(S^2\) gives

\[
LL^\dagger\psi=\bigl(s(s+1)-m^2-m\bigr)\psi=(s-m)(s+m+1)\psi .
\]

Lean applies the operators to \(\psi\), and `linear_combination` does the algebra.

```lean
/-- Raising and then lowering a spin state multiplies it by `(s - m) (s + m + 1)`. -/
theorem lower_raise {L Z : Module.End ℂ E} {s m : ℝ} {ψ : E} (hψ : IsSpinState L Z s m ψ) :
    L (raise L ψ) = (((s - m) * (s + m + 1) : ℝ) : ℂ) • ψ := by
  have e := hψ.2.2
  simp only [spinSq, LinearMap.add_apply, Module.End.mul_apply, hψ.2.1, map_smul] at e
  push_cast at e ⊢
  linear_combination (norm := module) e
```

Hence \(\|L^\dagger\psi\|^2=\langle\psi,LL^\dagger\psi\rangle=(s-m)(s+m+1)\ge 0\). If \(s+m\ge0\), the second factor is positive, so \(m\le s\).

```lean
/-- The spin projection `m` of a spin state with `s + m ≥ 0` is at most `s`. -/
theorem projection_le {L Z : Module.End ℂ E} {s m : ℝ} {ψ : E} (hψ : IsSpinState L Z s m ψ)
    (h : 0 ≤ s + m) : m ≤ s := by
  have hn : inner ℂ ψ ψ = (1 : ℂ) := by
    rw [inner_self_eq_norm_sq_to_K, hψ.1]
    simp
  -- the squared norm of the raised state is `(s - m) (s + m + 1)`
  have h2 : ‖raise L ψ‖ ^ 2 = (s - m) * (s + m + 1) := by
    have h3 : inner ℂ (raise L ψ) (raise L ψ) = inner ℂ ψ (L (raise L ψ)) :=
      LinearMap.adjoint_inner_left L (raise L ψ) ψ
    rw [← inner_self_eq_norm_sq (𝕜 := ℂ) (raise L ψ), h3, lower_raise hψ, inner_smul_right,
      hn, mul_one]
    exact Complex.ofReal_re _
  have h4 : 0 ≤ (s - m) * (s + m + 1) := h2 ▸ sq_nonneg _
  have h5 : 0 ≤ s - m := nonneg_of_mul_nonneg_left h4 (by linarith)
  linarith
```

Adding \([L^\dagger,L]\psi=2m\psi\) reverses the order of the operators:

\[
L^\dagger L\psi=\bigl((s-m)(s+m+1)+2m\bigr)\psi=(s+m)(s-m+1)\psi .
\]

```lean
/-- Lowering and then raising a spin state multiplies it by the ladder factor. -/
theorem raise_lower {L Z : Module.End ℂ E} {s m : ℝ} {ψ : E} (hS : IsSpinLadder L Z)
    (hψ : IsSpinState L Z s m ψ) :
    raise L (L ψ) = (ladderFactor s m : ℂ) • ψ := by
  have e1 := LinearMap.congr_fun hS.2 ψ
  have e2 := lower_raise hψ
  simp only [two_mul, LinearMap.sub_apply, LinearMap.add_apply, Module.End.mul_apply,
    hψ.2.1] at e1
  simp only [ladderFactor]
  push_cast at e2 ⊢
  linear_combination (norm := module) e1 + e2
```

Lowering also preserves \(s\). Using \([L^\dagger,L]=2Z\) in the first term of \(S^2\) and \([Z,L]=-L\) in the second,

\[
[S^2,L]=2LZ-(ZL+LZ)+(ZL-LZ)=0 .
\]

```lean
/-- The total spin operator commutes with the lowering operator. -/
theorem spinSq_comm {L Z : Module.End ℂ E} (hS : IsSpinLadder L Z) :
    spinSq L Z * L = L * spinSq L Z := by
  obtain ⟨h1, h2⟩ := hS
  unfold spinSq
  linear_combination (norm := noncomm_ring) L * h2 + Z * h1 + h1 * Z
```

## Down the multiplet

Suppose the claim holds for \(\psi_k\), and \(k+1\le s+m\). Then \(s+m-k\ge1\), and \(m\le s\) gives \(s-m+k+1\ge1\), so \(c_k>0\) and another step is allowed. It preserves the norm and \(\langle P\rangle\), lowers the projection to \(m-k-1\), and keeps \(s\) because \(S^2\) commutes with \(L\). Starting from \(m=s\), this reaches all \(2s+1\) components.

```lean
/-- **Spin-free properties agree across a multiplet.** For `k ≤ s + m`, lowering `k` times gives
a spin state with the same `s` and projection `m - k`, and every operator `P` that commutes
with `L` keeps its expectation value. -/
theorem multiplet_spin_free {L Z P : Module.End ℂ E} {s m : ℝ} {ψ : E}
    (hS : IsSpinLadder L Z) (hP : P * L = L * P) (hψ : IsSpinState L Z s m ψ)
    (k : ℕ) (hk : (k : ℝ) ≤ s + m) :
    IsSpinState L Z s (m - k) (multipletState L s m ψ k) ∧
      expval P (multipletState L s m ψ k) = expval P ψ := by
  induction k with
  | zero => exact ⟨by rw [Nat.cast_zero, sub_zero]; exact hψ, rfl⟩
  | succ k ih =>
    push_cast at hk
    obtain ⟨ih1, ih2⟩ := ih (by linarith)
    have hk0 : (0 : ℝ) ≤ k := Nat.cast_nonneg k
    have hms : m ≤ s := projection_le hψ (by linarith)
    -- the ladder has not yet ended
    have hc : 0 < ladderFactor s (m - k) := mul_pos (by linarith) (by linarith)
    obtain ⟨a1, a2, a3⟩ := ladder_step hP hS.1 ih1.1 ih1.2.1 hc (raise_lower hS ih1)
    have hm : m - ((k + 1 : ℕ) : ℝ) = m - k - 1 := by push_cast; ring
    rw [hm]
    refine ⟨⟨a1, a2, ?_⟩, a3.trans ih2⟩
    -- `S²` passes through the lowering operator
    have e : spinSq L Z (L (multipletState L s m ψ k)) =
        L (spinSq L Z (multipletState L s m ψ k)) := LinearMap.congr_fun (spinSq_comm hS) _
    simp only [multipletState, lowered, map_smul]
    rw [e, ih1.2.2, map_smul]
    exact smul_comm _ _ _
```

## The energy

The density and on-top pair density are families of operators \(\hat\rho(r)\) and \(\hat\Pi(r)\), indexed by points \(r\) of a set \(X\). The energy is

\[
E_{\mathrm{PDFT}}[\psi]=\operatorname{Re}\langle\psi,h\psi\rangle+F[\rho,\Pi],
\]

where \(\rho\) and \(\Pi\) are the expectation values as functions on \(X\). The operator \(h\) stands for kinetic energy and nuclear attraction; the classical Coulomb energy can be part of \(F\), which is arbitrary.

```lean
/-- The pair-density functional energy: the expectation value of `h` plus a functional `F` of
the density and the on-top pair density. -/
def pdftEnergy {X : Type*} (h : Module.End ℂ E) (dens ontop : X → Module.End ℂ E)
    (F : (X → ℂ) → (X → ℂ) → ℝ) (ψ : E) : ℝ :=
  (expval h ψ).re + F (fun r => expval (dens r) ψ) (fun r => expval (ontop r) ψ)
```

Every argument of the energy is unchanged by lowering, so the energy is too. That \(h\), \(\hat\rho(r)\) and \(\hat\Pi(r)\) commute with \(L\) is a hypothesis, expressing that they do not distinguish spin directions; spin–orbit coupling in \(h\) would generally violate it. In a finite basis, the energy can thus be evaluated on whichever component is convenient, provided the components are exact lowered partners and not separately approximated states.

```lean
/-- If `h`, the density and the on-top pair density operators commute with `L`, the pair-density
functional energy of a spin state `ψ` is unchanged by `k ≤ s + m` lowering steps. -/
theorem pdftEnergy_multiplet {X : Type*} {L Z h : Module.End ℂ E}
    {dens ontop : X → Module.End ℂ E} (F : (X → ℂ) → (X → ℂ) → ℝ) {s m : ℝ} {ψ : E}
    (hS : IsSpinLadder L Z) (hh : h * L = L * h) (hd : ∀ r, dens r * L = L * dens r)
    (ho : ∀ r, ontop r * L = L * ontop r) (hψ : IsSpinState L Z s m ψ)
    (k : ℕ) (hk : (k : ℝ) ≤ s + m) :
    pdftEnergy h dens ontop F (multipletState L s m ψ k) = pdftEnergy h dens ontop F ψ := by
  simp only [pdftEnergy, (multiplet_spin_free hS hh hψ k hk).2,
    fun r => (multiplet_spin_free hS (hd r) hψ k hk).2,
    fun r => (multiplet_spin_free hS (ho r) hψ k hk).2]
```

## Three electrons in two orbitals

Three electrons in orbitals \(a\) and \(b\) form two doublets. Lowering turns \(a^2b{\uparrow}\) into \(a^2b{\downarrow}\) and \(ab^2{\uparrow}\) into \(ab^2{\downarrow}\).

```lean
/-- Lowering operator for three electrons in orbitals `a`, `b`, in the basis
`a²b↑, a²b↓, ab²↑, ab²↓`. -/
def lower3 : Module.End ℂ (EuclideanSpace ℂ (Fin 4)) where
  toFun x := !₂[0, x 0, 0, x 2]
  map_add' x y := by ext i; fin_cases i <;> simp
  map_smul' c x := by ext i; fin_cases i <;> simp
```

The projections are \(\pm\tfrac12\).

```lean
/-- Spin projection in the same basis. -/
def proj3 : Module.End ℂ (EuclideanSpace ℂ (Fin 4)) where
  toFun x := !₂[1 / 2 * x 0, -(1 / 2 * x 1), 1 / 2 * x 2, -(1 / 2 * x 3)]
  map_add' x y := by ext i; fin_cases i <;> simp <;> ring
  map_smul' c x := by ext i; fin_cases i <;> simp <;> ring
```

Double occupation of \(a\) plays the part of the on-top pair density.

```lean
/-- Double occupation of orbital `a` in the same basis. -/
def pair3 : Module.End ℂ (EuclideanSpace ℂ (Fin 4)) where
  toFun x := !₂[x 0, x 1, 0, 0]
  map_add' x y := by ext i; fin_cases i <;> simp
  map_smul' c x := by ext i; fin_cases i <;> simp
```

For \(\psi=\tfrac35\,a^2b{\uparrow}+\tfrac45\,ab^2{\uparrow}\) its value is \((3/5)^2=9/25\). The proof finds \(L^\dagger\) from the inner product, then checks the hypotheses by components. By the multiplet theorem with \(k=1\), the spin-down partner has the same value.

```lean
/-- The three-electron operators and the state `3/5 a²b↑ + 4/5 ab²↑` meet the hypotheses with
`s = m = 1/2`, and the double occupation of `a` is `9/25`. -/
theorem multiplet_spin_free_witness :
    IsSpinLadder lower3 proj3 ∧ pair3 * lower3 = lower3 * pair3 ∧
      IsSpinState lower3 proj3 (1 / 2) (1 / 2) !₂[3 / 5, 0, 4 / 5, 0] ∧
      expval pair3 !₂[3 / 5, 0, 4 / 5, 0] = 9 / 25 := by
  have hR : ∀ x, raise lower3 x = !₂[x 1, 0, x 3, 0] := by
    intro x
    apply ext_inner_right ℂ
    intro y
    rw [raise, LinearMap.adjoint_inner_left]
    simp [PiLp.inner_apply, Fin.sum_univ_four, lower3]
  refine ⟨⟨?_, ?_⟩, ?_, ⟨?_, ?_, ?_⟩, ?_⟩
  · refine LinearMap.ext fun x => ?_
    ext i; fin_cases i <;> simp [lower3, proj3] <;> ring
  · refine LinearMap.ext fun x => ?_
    rw [two_mul]
    simp only [LinearMap.sub_apply, LinearMap.add_apply, Module.End.mul_apply, hR]
    ext i; fin_cases i <;> simp [lower3, proj3] <;> ring
  · refine LinearMap.ext fun x => ?_
    ext i; fin_cases i <;> simp [lower3, pair3]
  · simp [EuclideanSpace.norm_eq, Fin.sum_univ_four]
    norm_num
  · ext i; fin_cases i <;> simp [proj3]
  · simp only [spinSq, LinearMap.add_apply, Module.End.mul_apply, hR]
    ext i; fin_cases i <;> simp [lower3, proj3] <;> norm_num
  · have h3 : (starRingEnd ℂ) 3 = 3 := map_ofNat (starRingEnd ℂ) 3
    have h5 : (starRingEnd ℂ) 5 = 5 := map_ofNat (starRingEnd ℂ) 5
    simp [expval, pair3, PiLp.inner_apply, Fin.sum_univ_four]
    norm_num
    rw [h3, h5]
    norm_num

end

end PairDensityMultiplet
```

```lean
#print axioms PairDensityMultiplet.multiplet_spin_free
-- 'PairDensityMultiplet.multiplet_spin_free' depends on axioms: [propext, Classical.choice, Quot.sound]
#print axioms PairDensityMultiplet.pdftEnergy_multiplet
-- 'PairDensityMultiplet.pdftEnergy_multiplet' depends on axioms: [propext, Classical.choice, Quot.sound]
```
